# A positive interface value selects one decaying solution of f'' = f + f³ on the half-line, and it is √2/sinh(x + x0)

Let f be the pair amplitude at depth x in a normal metal, with x measured in units of the decay length of a weak amplitude. When f is very small, the cubic term is negligible and the equation is f'' = f. Let two solutions on x ≥ 0 have the same value at x = 0 and both decay to zero, and let w be their difference. Then w'' = w, so

(w w')' = w'² + w² ≥ 0.

Since w(0) = 0, the product w w' starts at zero and stays nonnegative. Hence w², whose slope is 2 w w', cannot decrease. It also tends to zero, so it is zero everywhere. The cubic term only adds another nonnegative contribution, so the argument survives in the nonlinear problem, where the solution is still explicit.

## The equation holds on the whole half-line, with a positive cubic term

Take a normal metal filling x ≥ 0, with a real pair amplitude ψ and free-energy density K ψ'² + a ψ² + (b/2) ψ⁴, where K, a and b are positive. Positive a means that the metal does not superconduct by itself; positive b means that the quartic term opposes a large amplitude. Stationarity gives K ψ'' = a ψ + b ψ³. Measuring length in √(K/a) and amplitude in √(a/b) turns this into

f'' = f + f³.

In Lean 4 with Mathlib:

```lean
import Mathlib

open Filter Topology Set Real

namespace ProximityEffect

noncomputable section
```

The candidate solution has one parameter, the offset x0.

```lean
/-- The pair amplitude `√2 / sinh (x + x0)` at depth `x` in the normal metal, with offset `x0`. -/
def profile (x0 x : ℝ) : ℝ := √2 / Real.sinh (x + x0)
```

`SolvesGL f` says that some function `f'` is the derivative of `f` on x ≥ 0 and has derivative f + f³ there. `HasDerivWithinAt … (Ici 0)` makes the derivative one-sided at the interface and ordinary inside the metal. Values of `f` at negative x play no role.

```lean
/-- The amplitude `f` obeys the dimensionless Ginzburg-Landau equation `f'' = f + f³` of a normal
metal on the half-line `x ≥ 0`, with one-sided derivatives at the interface `x = 0`. -/
def SolvesGL (f : ℝ → ℝ) : Prop :=
  ∃ f' : ℝ → ℝ, ∀ x, 0 ≤ x →
    HasDerivWithinAt f (f' x) (Ici 0) x ∧
    HasDerivWithinAt f' (f x + f x ^ 3) (Ici 0) x
```

The model is one-dimensional and has no current or magnetic field. The superconductor enters only through the prescribed amplitude at x = 0; its own response is not computed.

The sign of the cubic term matters. For f'' = f − f³, the functions √2/cosh(x + x0) and √2/cosh(x − x0) both decay and agree at x = 0, yet they differ when x0 > 0.

## A positive offset keeps the singularity outside the metal

The profile diverges at x = −x0. The condition x0 > 0 places that point outside the metal; a negative offset would put it inside, and x0 = 0 would put it on the interface.

Write s = sinh(x + x0) and C = cosh(x + x0), so that s > 0 for x ≥ 0. Then

f = √2/s,

f' = −√2 C/s²,

f'' = −√2 (s³ − 2 s C²)/s⁴ = √2 (2C² − s²)/s³.

With C² = s² + 1 this becomes

f'' = √2 (s² + 2)/s³ = √2/s + 2√2/s³ = f + f³,

because (√2)³ = 2√2. In `profile_solves`, positivity supplies `hne`, the nonzero denominator. The quotient rule gives both derivatives, and `linear_combination` closes the algebra with the identities for C² and (√2)².

```lean
/-- The profile with a positive offset solves the Ginzburg-Landau equation in the normal metal. -/
theorem profile_solves {x0 : ℝ} (h0 : 0 < x0) : SolvesGL (profile x0) := by
  refine ⟨fun y => (-√2 * Real.cosh (y + x0)) / Real.sinh (y + x0) ^ 2, fun x hx => ?_⟩
  have hne : Real.sinh (x + x0) ≠ 0 := (Real.sinh_pos_iff.2 (by linarith)).ne'
  have hs : HasDerivAt (fun y => Real.sinh (y + x0)) (Real.cosh (x + x0)) x :=
    HasDerivAt.comp_add_const x x0 (Real.hasDerivAt_sinh (x + x0))
  have hc : HasDerivAt (fun y => Real.cosh (y + x0)) (Real.sinh (x + x0)) x :=
    HasDerivAt.comp_add_const x x0 (Real.hasDerivAt_cosh (x + x0))
  have hsq : HasDerivAt (fun y => Real.sinh (y + x0) ^ 2)
      (2 * Real.sinh (x + x0) * Real.cosh (x + x0)) x :=
    (hs.fun_pow 2).congr_deriv (by norm_num)
  have hC := Real.cosh_sq (x + x0)
  have hr : √2 ^ 2 = (2 : ℝ) := Real.sq_sqrt (by norm_num)
  constructor
  · have h := ((hasDerivAt_const x (√2)).fun_div hs hne).congr_deriv
      (g' := (-√2 * Real.cosh (x + x0)) / Real.sinh (x + x0) ^ 2) (by ring)
    exact h.hasDerivWithinAt
  · refine (((hc.const_mul (-√2)).fun_div hsq (pow_ne_zero 2 hne)).congr_deriv ?_).hasDerivWithinAt
    show _ = √2 / Real.sinh (x + x0) + (√2 / Real.sinh (x + x0)) ^ 3
    -- clear denominators, then use cosh² = sinh² + 1 and (√2)² = 2
    rw [div_pow, div_add_div _ _ hne (pow_ne_zero 3 hne),
      div_eq_div_iff (pow_ne_zero 2 (pow_ne_zero 2 hne)) (mul_ne_zero hne (pow_ne_zero 3 hne))]
    linear_combination (2 * √2 * Real.sinh (x + x0) ^ 5) * hC
      - √2 * Real.sinh (x + x0) ^ 5 * hr
```

The slope can also be written through the amplitude alone. Since 1 + f²/2 = 1 + 1/s² = C²/s², and C/s is positive,

f' = −f √(1 + f²/2).

Positivity of x + x0 makes the denominator nonzero and also fixes the sign of the square root; for x + x0 < 0 the formula would have the opposite sign. `profile_slope` assumes only x + x0 > 0 at the point considered.

```lean
/-- Where `x + x0 > 0`, the slope of the profile is fixed by the local amplitude: `f' = -f √(1 +
f²/2)`. -/
theorem profile_slope {x0 x : ℝ} (hx : 0 < x + x0) :
    HasDerivAt (profile x0) (-(profile x0 x * √(1 + profile x0 x ^ 2 / 2))) x := by
  have hpos : 0 < Real.sinh (x + x0) := Real.sinh_pos_iff.2 hx
  have hne := hpos.ne'
  have hs : HasDerivAt (fun y => Real.sinh (y + x0)) (Real.cosh (x + x0)) x :=
    HasDerivAt.comp_add_const x x0 (Real.hasDerivAt_sinh (x + x0))
  have hC := Real.cosh_sq (x + x0)
  have hr : √2 ^ 2 = (2 : ℝ) := Real.sq_sqrt (by norm_num)
  have hq : 1 + (√2 / Real.sinh (x + x0)) ^ 2 / 2
      = (Real.cosh (x + x0) / Real.sinh (x + x0)) ^ 2 := by
    rw [div_pow, div_pow, hr, hC, add_div, div_self (pow_ne_zero 2 hne)]
    ring
  refine ((hasDerivAt_const x (√2)).fun_div hs hne).congr_deriv ?_
  show _ = -(√2 / Real.sinh (x + x0) * √(1 + (√2 / Real.sinh (x + x0)) ^ 2 / 2))
  rw [hq, Real.sqrt_sq (div_nonneg (Real.cosh_pos _).le hpos.le)]
  ring
```

## The amplitude tends to zero deep in the metal

Decay expresses that the superconductor's influence fades with depth. For the explicit profile it is derived:

exp(−x) sinh(x + x0) = (exp(x0) − exp(−x0) exp(−2x))/2 → exp(x0)/2.

Dividing √2 by this expression gives

exp(x) f(x) → 2√2 exp(−x0).

`profile_tail` follows the same route: `hs` is the identity, `h2` its limit and `h3` the limit of the quotient. No sign condition on x0 is needed, since only large x matters.

```lean
/-- Deep in the normal metal `exp x` times the profile tends to `2 √2 exp (-x0)`. -/
theorem profile_tail (x0 : ℝ) :
    Tendsto (fun x => Real.exp x * profile x0 x) atTop (𝓝 (2 * √2 * Real.exp (-x0))) := by
  have hE : Tendsto (fun x : ℝ => Real.exp (-x)) atTop (𝓝 0) :=
    Real.tendsto_exp_neg_atTop_nhds_zero
  have hs : ∀ x : ℝ, Real.sinh (x + x0) * Real.exp (-x)
      = (Real.exp x0 - Real.exp (-x0) * (Real.exp (-x) * Real.exp (-x))) / 2 := by
    intro x
    have h : Real.exp x * Real.exp (-x) = 1 := by rw [← Real.exp_add]; simp
    rw [Real.sinh_eq, neg_add, Real.exp_add, Real.exp_add]
    linear_combination (Real.exp x0 / 2) * h
  have h2 : Tendsto (fun x : ℝ =>
      (Real.exp x0 - Real.exp (-x0) * (Real.exp (-x) * Real.exp (-x))) / 2) atTop
      (𝓝 ((Real.exp x0 - Real.exp (-x0) * (0 * 0)) / 2)) :=
    (tendsto_const_nhds.sub ((hE.mul hE).const_mul _)).div_const 2
  have hne : (Real.exp x0 - Real.exp (-x0) * (0 * 0)) / 2 ≠ 0 := by simp
  have h3 : Tendsto (fun x : ℝ =>
      √2 / ((Real.exp x0 - Real.exp (-x0) * (Real.exp (-x) * Real.exp (-x))) / 2)) atTop
      (𝓝 (√2 / ((Real.exp x0 - Real.exp (-x0) * (0 * 0)) / 2))) :=
    Filter.Tendsto.div tendsto_const_nhds h2 hne
  have hl : √2 / ((Real.exp x0 - Real.exp (-x0) * (0 * 0)) / 2) = 2 * √2 * Real.exp (-x0) := by
    simp only [mul_zero, sub_zero]
    rw [Real.exp_neg]
    ring
  rw [hl] at h3
  refine h3.congr (fun x => ?_)
  rw [← hs x, Real.exp_neg x]
  simp only [profile, div_eq_mul_inv, mul_inv, inv_inv]
  ring
```

Multiplying the limit by exp(−x) → 0 gives f → 0.

```lean
/-- The profile tends to zero deep in the normal metal. -/
theorem profile_decays (x0 : ℝ) : Tendsto (profile x0) atTop (𝓝 0) := by
  have h := Real.tendsto_exp_neg_atTop_nhds_zero.mul (profile_tail x0)
  rw [zero_mul] at h
  refine h.congr (fun x => ?_)
  rw [← mul_assoc, ← Real.exp_add, neg_add_cancel, Real.exp_zero, one_mul]
```

For a competing solution, decay is a hypothesis. In the linear equation it removes the growing term: without it, c exp(−x) + A sinh(x) has the interface value c for every A. In the cubic equation, a solution whose amplitude starts to grow in magnitude diverges at a finite depth, so existence on the whole half-line already implies decay by a further argument; the theorem assumes decay instead. On a finite interval a condition at the far end is still needed.

## Equal amplitudes at the interface make the difference start from zero

Fixing f(0) = c represents a superconductor that imposes a definite amplitude at the contact. Without this condition every positive offset gives a decaying solution, and different offsets give different ones.

Let f and g be two decaying solutions with f(0) = g(0), and let w = f − g. Factoring f³ − g³ gives

w'' = w (1 + f² + f g + g²),

(w w')' = w'² + w² (1 + f² + f g + g²).

The right-hand side is nonnegative because f² + f g + g² = ((f + g)² + f² + g²)/2. The equal interface values give w w' = 0 at x = 0, so w w' ≥ 0 and w² is nondecreasing. Decay then gives w(x)² ≤ 0 for every x ≥ 0.

The step from a nonnegative slope to a nondecreasing function is a separate lemma, which allows for the one-sided derivative at the interface.

```lean
/-- A quantity whose slope is nowhere negative on the half-line does not decrease there. -/
theorem monotone_of_slope_nonneg {h k : ℝ → ℝ}
    (hd : ∀ x, 0 ≤ x → HasDerivWithinAt h (k x) (Ici 0) x) (hk : ∀ x, 0 ≤ x → 0 ≤ k x) :
    MonotoneOn h (Ici 0) := by
  have hi : ∀ x ∈ interior (Ici (0 : ℝ)), 0 ≤ x ∧ HasDerivAt h (k x) x := by
    intro x hx
    rw [interior_Ici] at hx
    have hx' : 0 < x := hx
    exact ⟨hx'.le, (hd x hx'.le).hasDerivAt (Ici_mem_nhds hx')⟩
  refine monotoneOn_of_deriv_nonneg (convex_Ici 0)
    (fun x hx => (hd x hx).continuousWithinAt)
    (fun x hx => (hi x hx).2.differentiableAt.differentiableWithinAt) (fun x hx => ?_)
  rw [(hi x hx).2.deriv]
  exact hk x (hi x hx).1
```

The lemma is applied twice: `hp` treats w w' and `hm` treats w². The interface hypothesis `h0` enters between them. The decay hypotheses `hf0` and `hg0` enter through `hlim`, and `ge_of_tendsto` bounds w² by its limit.

```lean
/-- Two solutions that share the interface value and tend to zero deep in the metal coincide on the
half-line `x ≥ 0`. -/
theorem decaying_solution_unique {f g : ℝ → ℝ} (hf : SolvesGL f) (hg : SolvesGL g)
    (h0 : f 0 = g 0) (hf0 : Tendsto f atTop (𝓝 0)) (hg0 : Tendsto g atTop (𝓝 0)) :
    ∀ x, 0 ≤ x → f x = g x := by
  obtain ⟨f', hf⟩ := hf
  obtain ⟨g', hg⟩ := hg
  -- the product w w' of the difference and its slope is nondecreasing
  have hp : MonotoneOn (fun x => (f x - g x) * (f' x - g' x)) (Ici 0) := by
    refine monotone_of_slope_nonneg (k := fun x => (f' x - g' x) * (f' x - g' x)
      + (f x - g x) * ((f x + f x ^ 3) - (g x + g x ^ 3)))
      (fun x hx => ((hf x hx).1.sub (hg x hx).1).mul ((hf x hx).2.sub (hg x hx).2))
      (fun x _ => ?_)
    have hq : 0 ≤ f x ^ 2 + f x * g x + g x ^ 2 := by
      nlinarith [sq_nonneg (f x + g x), sq_nonneg (f x), sq_nonneg (g x)]
    have hw := mul_nonneg (sq_nonneg (f x - g x))
      (add_nonneg zero_le_one hq)
    have hv := sq_nonneg (f' x - g' x)
    show 0 ≤ (f' x - g' x) * (f' x - g' x)
      + (f x - g x) * ((f x + f x ^ 3) - (g x + g x ^ 3))
    linear_combination hw + hv
  -- it starts from zero, so w² is nondecreasing as well
  have hm : MonotoneOn (fun x => (f x - g x) * (f x - g x)) (Ici 0) := by
    refine monotone_of_slope_nonneg (k := fun x => (f' x - g' x) * (f x - g x)
      + (f x - g x) * (f' x - g' x))
      (fun x hx => ((hf x hx).1.sub (hg x hx).1).mul ((hf x hx).1.sub (hg x hx).1))
      (fun x hx => ?_)
    have h : (f 0 - g 0) * (f' 0 - g' 0) ≤ (f x - g x) * (f' x - g' x) :=
      hp (mem_Ici.2 le_rfl) (mem_Ici.2 hx) hx
    rw [h0, sub_self, zero_mul] at h
    show 0 ≤ (f' x - g' x) * (f x - g x) + (f x - g x) * (f' x - g' x)
    linarith [mul_comm (f' x - g' x) (f x - g x)]
  intro x hx
  have hlim : Tendsto (fun y => (f y - g y) * (f y - g y)) atTop (𝓝 ((0 - 0) * (0 - 0))) :=
    (hf0.sub hg0).mul (hf0.sub hg0)
  have hle : (f x - g x) * (f x - g x) ≤ (0 - 0) * (0 - 0) :=
    ge_of_tendsto hlim ((eventually_ge_atTop x).mono
      (fun y hy => hm (mem_Ici.2 hx) (mem_Ici.2 (hx.trans hy)) hy))
  have hz : (f x - g x) * (f x - g x) = 0 :=
    le_antisymm (by linarith) (mul_self_nonneg _)
  exact sub_eq_zero.1 (mul_self_eq_zero.1 hz)
```

## A positive interface amplitude fixes the offset

The condition c > 0 says that the superconductor induces a nonzero amplitude, with its sign chosen positive. The interface equation √2/sinh(x0) = c becomes

sinh(x0) = √2/c,

x0 = arsinh(√2/c).

Since sinh is one-to-one and √2/c > 0, there is exactly one such offset, and it is positive. `existsUnique_offset` inserts this value for existence and recovers it from `Real.arsinh_sinh` for uniqueness.

```lean
/-- Each interface amplitude `c > 0` is matched by exactly one positive offset. -/
theorem existsUnique_offset {c : ℝ} (hc : 0 < c) : ∃! x0, 0 < x0 ∧ profile x0 0 = c := by
  have hr : 0 < √(2 : ℝ) := Real.sqrt_pos.2 (by norm_num)
  refine ⟨Real.arsinh (√2 / c), ⟨Real.arsinh_pos_iff.2 (div_pos hr hc), ?_⟩, ?_⟩
  · unfold profile
    rw [zero_add, Real.sinh_arsinh]
    field_simp
  · rintro y ⟨hy, h⟩
    unfold profile at h
    rw [zero_add, div_eq_iff (Real.sinh_pos_iff.2 hy).ne'] at h
    have hs : Real.sinh y = √2 / c := by
      rw [eq_div_iff hc.ne']
      linarith
    rw [← hs, Real.arsinh_sinh]
```

At c = 0 the decaying solution is f = 0, which no finite offset reproduces. For c < 0 the solution is the negative of a profile with positive offset.

The main theorem combines these results. Its first two clauses give the offset and its uniqueness, the next two the equation and the tail, and the last the uniqueness of the solution. That clause compares functions only on x ≥ 0. The slope formula is not used in it.

```lean
/-- For each interface amplitude `c > 0` there is exactly one offset `x0 > 0` whose profile starts
at `c`; this profile solves the Ginzburg-Landau equation, has the tail `2 √2 exp (-x0) exp (-x)`,
and is the only solution on the half-line that starts at `c` and decays to zero. -/
theorem proximity_effect {c : ℝ} (hc : 0 < c) :
    ∃ x0, (0 < x0 ∧ profile x0 0 = c) ∧
      (∀ y, 0 < y → profile y 0 = c → y = x0) ∧
      SolvesGL (profile x0) ∧
      Tendsto (fun x => Real.exp x * profile x0 x) atTop (𝓝 (2 * √2 * Real.exp (-x0))) ∧
      ∀ f, SolvesGL f → f 0 = c → Tendsto f atTop (𝓝 0) → ∀ x, 0 ≤ x → f x = profile x0 x := by
  obtain ⟨x0, ⟨hx0, hval⟩, huniq⟩ := existsUnique_offset hc
  exact ⟨x0, ⟨hx0, hval⟩, fun y hy h => huniq y ⟨hy, h⟩, profile_solves hx0, profile_tail x0,
    fun f hf h0 hlim => decaying_solution_unique hf (profile_solves hx0) (h0.trans hval.symm)
      hlim (profile_decays x0)⟩

end

end ProximityEffect
```

```lean
#print axioms ProximityEffect.profile_slope
#print axioms ProximityEffect.decaying_solution_unique
#print axioms ProximityEffect.proximity_effect
```

```
'ProximityEffect.profile_slope' depends on axioms: [propext, Classical.choice, Quot.sound]
'ProximityEffect.decaying_solution_unique' depends on axioms: [propext, Classical.choice, Quot.sound]
'ProximityEffect.proximity_effect' depends on axioms: [propext, Classical.choice, Quot.sound]
```

## Closing a finite grid with the slope formula

A numerical solution of this one-dimensional model stops at some depth L. Setting f(L) = 0 there distorts the tail. The slope formula supplies a condition that the decaying profile satisfies exactly:

f'(L) = −f(L) √(1 + f(L)²/2).

In a finite-difference Newton solver this replaces the last row of the residual, while the first row is f(0) − c. Integrating f'' = f + f³ outward from the interface with slope −c √(1 + c²/2) would follow the decaying profile if every step were exact, but discretisation and rounding errors excite the growing solution, so a boundary-value solver is safer.

The offset also gives a check on the computed tail. Substituting x0 = arsinh(√2/c) into its coefficient yields

2√2 exp(−x0) = 2c/(1 + √(1 + c²/2)).

For small c this is close to c, the linear result. For large c it approaches 2√2, so within this model a stronger interface amplitude eventually adds almost nothing deep in the metal.
